# The generating function of satellite weights from a particle pole and a hole pole

The theorem `hasSum_generating` concerns satellites labelled by the net number n of quanta, those from a particle pole of strength a minus those from a hole pole of strength b. The weight of the n-th satellite is the sum of exp(−(a + b)) (aᵏ/k!) (bˡ/l!) over all pairs of natural numbers with k − l = n. The theorem says that for real a and b and any nonzero complex z, these weights times zⁿ, summed over all integers n, give exp(a(z − 1) + b(1/z − 1)). The proof takes the double series over k and l, whose sum is already known, groups its terms by k − l with `tsum_fiberwise`, and then has to show that the grouped series is the one in the statement.

The first attempt, which Lean rejects:

```lean
import Mathlib

open Complex

namespace RetardedCumulantSatellites

noncomputable section

/-- The net number of quanta when the particle pole contributes `q.1` and the hole pole
contributes `q.2`. -/
def netQuanta (q : ℕ × ℕ) : ℤ := (q.1 : ℤ) - (q.2 : ℤ)

/-- The weight `exp (-(a + b)) * (a ^ k / k!) * (b ^ l / l!)` of `k = q.1` quanta from the particle
pole (strength `a`) and `l = q.2` quanta from the hole pole (strength `b`). For non-negative
strengths it is a product of two Poisson weights. -/
def pairWeight (a b : ℝ) (q : ℕ × ℕ) : ℝ :=
  Real.exp (-(a + b)) * (a ^ q.1 / (q.1.factorial : ℝ) * (b ^ q.2 / (q.2.factorial : ℝ)))

/-- The weight of the `n`-th satellite: the sum over all pairs of quantum numbers with
net number `n`. -/
def satelliteWeight (a b : ℝ) (n : ℤ) : ℝ :=
  ∑' q : netQuanta ⁻¹' {n}, pairWeight a b (q : ℕ × ℕ)

/-- The exponential series, which sums over the number of quanta from a single pole. -/
theorem hasSum_singlePole (x : ℂ) :
    HasSum (fun k : ℕ => x ^ k / (k.factorial : ℂ)) (exp x) := by
  rw [Complex.exp_eq_exp_ℂ]
  exact NormedSpace.expSeries_div_hasSum_exp x

/-- The product of the exponential series of two poles as one series over pairs of quantum
numbers. -/
theorem hasSum_twoPoles (x y : ℂ) :
    HasSum (fun q : ℕ × ℕ => x ^ q.1 / (q.1.factorial : ℂ) * (y ^ q.2 / (q.2.factorial : ℂ)))
      (exp x * exp y) := by
  have key : ∀ (f g : ℕ → ℂ) (s t : ℂ), HasSum f s → HasSum g t →
      HasSum (fun q : ℕ × ℕ => f q.1 * g q.2) (s * t) := by
    intro f g s t hf hg
    have hf' : Summable (fun k => ‖f k‖) := summable_norm_iff.mpr hf.summable
    have hg' : Summable (fun k => ‖g k‖) := summable_norm_iff.mpr hg.summable
    have hfg := summable_mul_of_summable_norm (f := f) (g := g) hf' hg'
    exact HasSum.mul (f := f) (g := g) hf hg hfg
  exact key (fun k => x ^ k / (k.factorial : ℂ)) (fun k => y ^ k / (k.factorial : ℂ)) _ _
    (hasSum_singlePole x) (hasSum_singlePole y)

/-- For nonzero `z`, a pair weight with a factor `z` for each net quantum splits into the common
prefactor `exp (-(a + b))` and one factor for each pole. -/
theorem pairWeight_mul_zpow (a b : ℝ) {z : ℂ} (hz : z ≠ 0) (q : ℕ × ℕ) :
    (pairWeight a b q : ℂ) * z ^ netQuanta q =
      exp (-((a : ℂ) + b)) * (((a : ℂ) * z) ^ q.1 / (q.1.factorial : ℂ) *
        (((b : ℂ) * z⁻¹) ^ q.2 / (q.2.factorial : ℂ))) := by
  have alg : ∀ E A F B G Z W : ℂ,
      E * (A / F * (B / G)) * (Z / W) = E * (A * Z / F * (B * W⁻¹ / G)) := by
    intros
    ring
  simp only [pairWeight, netQuanta, Complex.ofReal_mul, Complex.ofReal_div, Complex.ofReal_pow,
    Complex.ofReal_exp, Complex.ofReal_neg, Complex.ofReal_add, Complex.ofReal_natCast]
  rw [zpow_sub₀ hz, zpow_natCast, zpow_natCast, mul_pow, mul_pow, inv_pow]
  exact alg _ _ _ _ _ _ _

/-- The double series over the quanta of both poles, with a factor `z` for each net quantum,
sums to `exp (a (z - 1) + b (1/z - 1))`. -/
theorem hasSum_pairWeight (a b : ℝ) {z : ℂ} (hz : z ≠ 0) :
    HasSum (fun q : ℕ × ℕ => (pairWeight a b q : ℂ) * z ^ netQuanta q)
      (exp (a * (z - 1) + b * (z⁻¹ - 1))) := by
  -- multiply the exponential series of the two poles by the common prefactor
  have h2 := (hasSum_twoPoles ((a : ℂ) * z) ((b : ℂ) * z⁻¹)).mul_left (exp (-((a : ℂ) + b)))
  have hval : exp ((a : ℂ) * (z - 1) + b * (z⁻¹ - 1)) =
      exp (-((a : ℂ) + b)) * (exp ((a : ℂ) * z) * exp ((b : ℂ) * z⁻¹)) := by
    rw [← Complex.exp_add, ← Complex.exp_add]
    congr 1
    ring
  rw [funext (pairWeight_mul_zpow a b hz), hval]
  exact h2

/-- The generating function of the satellite weights, for any nonzero complex `z`. -/
theorem hasSum_generating (a b : ℝ) {z : ℂ} (hz : z ≠ 0) :
    HasSum (fun n : ℤ => (satelliteWeight a b n : ℂ) * z ^ n)
      (exp (a * (z - 1) + b * (z⁻¹ - 1))) := by
  -- group the pairs by their net number of quanta
  have h := (hasSum_pairWeight a b hz).tsum_fiberwise netQuanta
  convert h using 1
  funext n
  rw [satelliteWeight, Complex.ofReal_tsum, ← tsum_mul_right]
  refine tsum_congr fun q => ?_
  have hq : netQuanta (q : ℕ × ℕ) = n := q.2
  simp only [hq]

end

end RetardedCumulantSatellites
```

Lean reports:

```
Main.lean:82:2: error: Tactic `apply` failed: could not unify the conclusion of `@funext`
  ?f = ?g
with the goal
  instAddCommMonoid = addCommGroup.toAddCommMonoid

Note: The full type of `@funext` is
  ∀ {α : Sort ?u.46} {β : α → Sort ?u.45} {f g : (x : α) → β x}, (∀ (x : α), f x = g x) → f = g

case e'_3
a b : ℝ
z : ℂ
hz : z ≠ 0
h :
  HasSum (fun c => ∑' (b_1 : ↑(netQuanta ⁻¹' {c})), ↑(pairWeight a b ↑b_1) * z ^ netQuanta ↑b_1)
    (cexp (↑a * (z - 1) + ↑b * (z⁻¹ - 1)))
⊢ instAddCommMonoid = addCommGroup.toAddCommMonoid
```

The error is at `funext n`, but it comes from the line before. `convert h using 1` matches the goal with `h` and leaves as goals the differences it can't close. The first of these was not the expected equality of two functions of n but `instAddCommMonoid = addCommGroup.toAddCommMonoid`, an equality between two forms of the additive structure on ℂ, the second of which is reached through its additive group. `funext` proves equalities of functions, so it could not be applied.

The repair does without `convert`. It states the equality of the two functions as `hfun`, where `funext n` does meet an equality of functions, and proves it by nearly the same steps as before. After `rw [hfun]` the goal has the same series as `h`, and `exact h` closes it, because Lean accepts the two additive structures as equal by definition when it checks `h` against the goal.

The change from `simp only [hq]` to `rw [hq]` has no part in curing this error.

Fix (accepted with no message):

```diff
@@ -79,10 +79,14 @@
   -- group the pairs by their net number of quanta
   have h := (hasSum_pairWeight a b hz).tsum_fiberwise netQuanta
-  convert h using 1
-  funext n
-  rw [satelliteWeight, Complex.ofReal_tsum, ← tsum_mul_right]
-  refine tsum_congr fun q => ?_
-  have hq : netQuanta (q : ℕ × ℕ) = n := q.2
-  simp only [hq]
+  have hfun : (fun n : ℤ => (satelliteWeight a b n : ℂ) * z ^ n) =
+      fun n : ℤ => ∑' q : netQuanta ⁻¹' {n},
+        (pairWeight a b (q : ℕ × ℕ) : ℂ) * z ^ netQuanta (q : ℕ × ℕ) := by
+    funext n
+    rw [satelliteWeight, Complex.ofReal_tsum, ← tsum_mul_right]
+    refine tsum_congr fun q => ?_
+    have hq : netQuanta (q : ℕ × ℕ) = n := q.2
+    rw [hq]
+  rw [hfun]
+  exact h
 
 end
```
